# An upper bound of (6/5)^(1/3) on the angular integral in Dirac exchange for a p-shell density with m = 1

In Dirac's local exchange formula the density enters as its 4/3 power, and `angularExchange_m1_le` bounds the angular part of that integral for a p-shell density with m = 1. With t = cos θ, the angular factor is w(t) = (3/2)(1 − t²), whose mean over [0,1] is 1, and the claim is that the integral of w^(4/3) over [0,1] is at most (6/5)^(1/3). The radial part and the exchange constant, with its sign, are left out. The attempt sets k = (6/5)^(1/3), proves the pointwise bound 3k²w^(4/3) ≤ w² + 2k³w, and integrates it, which gives 3k³ on the right; dividing by 3k² then leaves k.

As first written in Lean, the proof fails:

```lean
import Mathlib

open MeasureTheory

namespace AngularExchangeM1Le

noncomputable section

/-- Angular factor of the p-shell density with m = 1, as a function of t = cos θ. -/
def densM1 (t : ℝ) : ℝ := 3 / 2 * (1 - t ^ 2)

/-- Angular exchange integral: the mean of w^(4/3) over t = cos θ in [0,1]. -/
def angularExchange (w : ℝ → ℝ) : ℝ := ∫ t in (0 : ℝ)..1, w t ^ (4 / 3 : ℝ)

/-- The integral of α + β t² + γ t⁴ over t in [0,1] equals α + β/3 + γ/5. -/
theorem integral_even_quartic (α β γ : ℝ) :
    ∫ t in (0 : ℝ)..1, (α + β * t ^ 2 + γ * t ^ 4) = α + β / 3 + γ / 5 := by
  have hd : ∀ t ∈ Set.uIcc (0 : ℝ) 1,
      HasDerivAt (fun x : ℝ => α * x + β / 3 * x ^ 3 + γ / 5 * x ^ 5)
        (α + β * t ^ 2 + γ * t ^ 4) t := by
    intro t _
    have h := (((hasDerivAt_id' t).const_mul α).fun_add
      ((hasDerivAt_pow 3 t).const_mul (β / 3))).fun_add
      ((hasDerivAt_pow 5 t).const_mul (γ / 5))
    refine h.congr_deriv ?_
    push_cast
    ring
  rw [intervalIntegral.integral_eq_sub_of_hasDerivAt hd
    (Continuous.intervalIntegrable (by fun_prop) _ _)]
  ring

/-- The angular exchange integral of the m = 1 density is at most (6/5)^(1/3). -/
theorem angularExchange_m1_le : angularExchange densM1 ≤ (6 / 5 : ℝ) ^ (1 / 3 : ℝ) := by
  -- real cube roots, with their third and fourth powers
  have root : ∀ y : ℝ, 0 ≤ y → ∃ x : ℝ, 0 ≤ x ∧ x ^ 3 = y ∧ x ^ 4 = y ^ (4 / 3 : ℝ) := by
    intro y hy
    refine ⟨y ^ (1 / 3 : ℝ), Real.rpow_nonneg hy _, ?_, ?_⟩
    · rw [← Real.rpow_natCast, ← Real.rpow_mul hy]
      norm_num
    · rw [← Real.rpow_natCast, ← Real.rpow_mul hy]
      norm_num
  have hk : 0 < (6 / 5 : ℝ) ^ (1 / 3 : ℝ) := Real.rpow_pos_of_pos (by norm_num) _
  have hk3 : ((6 / 5 : ℝ) ^ (1 / 3 : ℝ)) ^ 3 = 6 / 5 := by
    rw [← Real.rpow_natCast, ← Real.rpow_mul (by norm_num)]
    norm_num
  generalize (6 / 5 : ℝ) ^ (1 / 3 : ℝ) = k at hk hk3 ⊢
  -- pointwise tangent bound 3k²x⁴ ≤ x⁶ + 2k³x³ with x³ the angular density
  have hpt : ∀ t ∈ Set.Icc (0 : ℝ) 1, 3 * k ^ 2 * densM1 t ^ (4 / 3 : ℝ)
      ≤ 117 / 20 + (-81 / 10) * t ^ 2 + 9 / 4 * t ^ 4 := by
    intro t ht
    have hb : 0 ≤ densM1 t := by
      rw [densM1]
      nlinarith [ht.1, ht.2]
    obtain ⟨x, hx, h3, h4⟩ := root _ hb
    have hp : 0 ≤ x ^ 3 * (x - k) ^ 2 * (x + 2 * k) := by positivity
    calc 3 * k ^ 2 * densM1 t ^ (4 / 3 : ℝ) = 3 * k ^ 2 * x ^ 4 := by rw [h4]
      _ ≤ (x ^ 3) ^ 2 + 2 * k ^ 3 * x ^ 3 := by nlinarith [hp]
      _ = 117 / 20 + (-81 / 10) * t ^ 2 + 9 / 4 * t ^ 4 := by
        rw [h3, hk3, densM1]
        ring
  have hc : Continuous densM1 := by
    unfold densM1
    fun_prop
  have hcr : Continuous (fun t => 3 * k ^ 2 * densM1 t ^ (4 / 3 : ℝ)) :=
    continuous_const.mul (hc.rpow_const (fun _ => Or.inr (by norm_num)))
  have hm := intervalIntegral.integral_mono_on (zero_le_one' ℝ)
    (hcr.intervalIntegrable 0 1)
    (Continuous.intervalIntegrable (by fun_prop) 0 1) hpt
  rw [intervalIntegral.integral_const_mul, integral_even_quartic] at hm
  have hm' : 3 * k ^ 2 * angularExchange densM1 ≤ 3 * k ^ 2 * k := by
    rw [angularExchange]
    linarith [hm, hk3, show 3 * k ^ 2 * k = 3 * k ^ 3 by ring]
  exact le_of_mul_le_mul_left hm' (by positivity)

end

end AngularExchangeM1Le
```

Compiling this gives:

```
Main.lean:67:5: error: typeclass instance problem is stuck
  IsLocallyFiniteMeasure ?m.869

Note: Lean will not try to resolve this typeclass instance problem because the fourth type argument to `IsLocallyFiniteMeasure` is a metavariable. This argument must be fully determined before Lean will try to resolve the typeclass.

Hint: Adding type annotations and supplying implicit arguments to functions can give Lean more information for typeclass resolution. For example, if you have a variable `x` that you intend to be a `Nat`, but Lean reports it as having an unresolved type like `?m`, replacing `x` with `(x : Nat)` can get typeclass resolution un-stuck.
```

Fix (accepted with no message):

```diff
@@ -64,7 +64,10 @@
   have hcr : Continuous (fun t => 3 * k ^ 2 * densM1 t ^ (4 / 3 : ℝ)) :=
     continuous_const.mul (hc.rpow_const (fun _ => Or.inr (by norm_num)))
-  have hm := intervalIntegral.integral_mono_on (zero_le_one' ℝ)
-    (hcr.intervalIntegrable 0 1)
-    (Continuous.intervalIntegrable (by fun_prop) 0 1) hpt
+  have hi1 : IntervalIntegrable (fun t => 3 * k ^ 2 * densM1 t ^ (4 / 3 : ℝ)) volume 0 1 :=
+    hcr.intervalIntegrable 0 1
+  have hi2 : IntervalIntegrable
+      (fun t : ℝ => 117 / 20 + (-81 / 10) * t ^ 2 + 9 / 4 * t ^ 4) volume 0 1 :=
+    Continuous.intervalIntegrable (by fun_prop) 0 1
+  have hm := intervalIntegral.integral_mono_on (zero_le_one' ℝ) hi1 hi2 hpt
   rw [intervalIntegral.integral_const_mul, integral_even_quartic] at hm
   have hm' : 3 * k ^ 2 * angularExchange densM1 ≤ 3 * k ^ 2 * k := by
```

Cause. The error is at `hcr.intervalIntegrable 0 1`, the first integrability argument given to `intervalIntegral.integral_mono_on`. Integrability is always with respect to some measure, and `Continuous.intervalIntegrable` needs that measure to be locally finite. Here nothing says which measure is meant: `hm` is introduced without a stated type, and neither the continuity proof nor the pointwise bound `hpt` mentions one. The measure is still the unknown `?m.869` when Lean needs the instance `IsLocallyFiniteMeasure ?m.869`, so the search is stuck.

The repair proves the two integrability facts beforehand, as `hi1` and `hi2`, with types that name the measure `volume`. Lean can then find the instance, and `integral_mono_on` takes its measure from these facts. The type of `hi2` also writes out the polynomial whose continuity `fun_prop` has to prove, though the message makes no complaint about that argument. The inequality and the rest of the proof are unchanged.
